# For a C² function invariant under a finite group of linear isometries, Hessian positivity at a symmetric point can be tested separately on symmetric displacements and on those orthogonal to them

To ask whether a symmetric mean-field state is stable against small displacements, including those that break its symmetry, one must first choose the space in which the displacements live. Here it is a real inner product space $E$, and the symmetry operations act on it as linear isometries. For $E=\mathbb R^n$ with the usual inner product (`EuclideanSpace ℝ (Fin n)` in Lean) these are the orthogonal matrices. The energy is a function $f:E\to\mathbb R$, and the state is a point $x$.

In mean-field electronic structure, internal stability concerns displacements within a chosen class of states, such as restricted determinants, and external stability those that leave the class. Here the class is taken to be all states with the full symmetry of the group, so internal displacements are the symmetric ones and external displacements are those orthogonal to them. In practice a class may impose only part of the symmetry, and an internal test can then also find a loss of spatial symmetry. The problems below justify testing the two kinds separately when the group is finite and acts by linear isometries on real parameters. The full group of continuous spin rotations is therefore not covered. The total energy as a function of the orbitals is usually defined on a curved manifold, so an application must also supply coordinates, running over all of $E$, in which the energy is $C^2$ and invariant and the group acts in this way.

```lean
import Mathlib

open scoped InnerProductSpace

namespace InternalExternalStability

noncomputable section

variable {E : Type*} [NormedAddCommGroup E] [InnerProductSpace ℝ E]
```

Write $Df(y)[w]$ for the derivative of $f$ at $y$ along $w$, and $H_x(u,v)$ for the derivative at $x$, along $u$, of the function $y\mapsto Df(y)[v]$. In coordinates $H_x(u,v)=\sum_{ij}u_iv_j\,\partial_i\partial_jf(x)$. Lean's `hessian f x u v` is this number, not a matrix.

```lean
/-- The Hessian of `f` at `x` as a bilinear form: the second derivative of `f` along `u` and `v`. -/
def hessian (f : E → ℝ) (x u v : E) : ℝ := fderiv ℝ (fderiv ℝ f) x u v
```

Let $G$ be the symmetry group and $V$ the set of vectors with $gv=v$ for every $g\in G$. The comments in the code call $V$ the symmetric subspace, where symmetric means unchanged by every element of $G$. The definition includes the check that $V$ is closed under addition and scaling. Its orthogonal complement is $V^\perp$, written `(fixedSubspace G)ᗮ`.

```lean
/-- The symmetric subspace: all vectors left unchanged by every operation of the group `G`. -/
def fixedSubspace (G : Subgroup (E ≃ₗᵢ[ℝ] E)) : Submodule ℝ E where
  carrier := {v | ∀ g ∈ G, g v = v}
  add_mem' := fun ha hb g hg => by rw [map_add, ha g hg, hb g hg]
  zero_mem' := fun g _ => map_zero g
  smul_mem' := fun c v hv g hg => by rw [map_smul, hv g hg]
```

## (a) The first derivative is carried along by a symmetry

Let $f$ be differentiable and let $g$ be a linear isometry with $f(gy)=f(y)$ for all $y$. Show that
$$Df(gy)[gw]=Df(y)[w].$$

Since $g$ is linear, $f(gy+t\,gw)=f(g(y+tw))=f(y+tw)$ for every real $t$. Differentiating at $t=0$ gives the claim.

In Lean, `comp` is the chain rule for $f\circ g$. The identity `e` replaces $f\circ g$ by $f$, and the two expressions for its derivative are then compared.

```lean
/-- The first derivative of a differentiable function invariant under the isometry `g` is
carried along by `g`. -/
theorem fderiv_invariant {f : E → ℝ} (hd : Differentiable ℝ f) (g : E ≃ₗᵢ[ℝ] E)
    (hg : ∀ y, f (g y) = f y) (y w : E) :
    fderiv ℝ f (g y) (g w) = fderiv ℝ f y w := by
  have hgd : HasFDerivAt (fun z => g z) (g.toContinuousLinearEquiv : E →L[ℝ] E) y :=
    g.toContinuousLinearEquiv.hasFDerivAt
  have h := (hd (g y)).hasFDerivAt.comp y hgd
  have e : f ∘ (fun z => g z) = f := funext hg
  rw [e] at h
  exact (congrArg (fun L : E →L[ℝ] ℝ => L w) h.fderiv).symm
```

## (b) The Hessian at a fixed point is invariant

Let $f$ now be $C^2$, and let $gx=x$. Show that
$$H_x(gu,gv)=H_x(u,v).$$

Put $y=x+su$ and $w=v$ in (a):
$$Df(gx+s\,gu)[gv]=Df(x+su)[v].$$
The derivative at $s=0$ is $H_{gx}(gu,gv)=H_x(u,v)$, and $gx=x$ finishes the argument.

The terms `h1` and `h2` are the derivatives of the two sides, with `ContinuousLinearMap.apply` inserting the fixed direction. They agree by uniqueness of the derivative, and `rw [hx]` uses the fixed point.

```lean
/-- If a C² function is invariant under an isometry `g` that fixes `x`, then its Hessian
at `x` is invariant under `g`. -/
theorem hessian_invariant {f : E → ℝ} (hf : ContDiff ℝ 2 f) (g : E ≃ₗᵢ[ℝ] E)
    (hg : ∀ y, f (g y) = f y) {x : E} (hx : g x = x) (u v : E) :
    hessian f x (g u) (g v) = hessian f x u v := by
  have hd : Differentiable ℝ f := hf.differentiable (by norm_num)
  have hd2 : Differentiable ℝ (fderiv ℝ f) :=
    (hf.fderiv_right (m := 1) one_add_one_eq_two.le).differentiable (by norm_num)
  have hgd : HasFDerivAt (fun z => g z) (g.toContinuousLinearEquiv : E →L[ℝ] E) x :=
    g.toContinuousLinearEquiv.hasFDerivAt
  -- differentiate both sides of the first-order identity at `x`
  have h1 := (ContinuousLinearMap.apply ℝ ℝ v).hasFDerivAt.comp x (hd2 x).hasFDerivAt
  have h2 := (ContinuousLinearMap.apply ℝ ℝ (g v)).hasFDerivAt.comp x
    ((hd2 (g x)).hasFDerivAt.comp x hgd)
  have e : (⇑(ContinuousLinearMap.apply ℝ ℝ (g v)) ∘ (fderiv ℝ f ∘ fun z => g z))
      = ⇑(ContinuousLinearMap.apply ℝ ℝ v) ∘ fderiv ℝ f :=
    funext fun y => fderiv_invariant hd g hg y v
  rw [e] at h2
  have h3 : fderiv ℝ (fderiv ℝ f) (g x) (g u) (g v) = fderiv ℝ (fderiv ℝ f) x u v :=
    congrArg (fun L : E →L[ℝ] ℝ => L u) (h2.unique h1)
  rw [hx] at h3
  exact h3
```

## (c) Summing a vector over the group

Let $G$ be finite with $|G|$ elements, and define $Sv=\sum_{g\in G}gv$. Show that
$$Sv\in V,\qquad \langle u,Sv\rangle=|G|\,\langle u,v\rangle\quad\text{for all }u\in V.$$

For $h\in G$ we have $h\,Sv=\sum_g (hg)v=Sv$, because $g\mapsto hg$ permutes the group. For $u\in V$, each term of the overlap is $\langle u,gv\rangle=\langle gu,gv\rangle=\langle u,v\rangle$, and there are $|G|$ terms.

The permutation is `Equiv.mulLeft`, and `inner_map_map` states that $g$ preserves inner products.

```lean
variable (G : Subgroup (E ≃ₗᵢ[ℝ] E)) [Fintype G]

/-- The sum of a vector over a finite symmetry group is symmetric, and its overlap with any
symmetric vector is the order of the group times the original overlap. -/
theorem groupSum_spec (v : E) :
    (∑ g : G, g.1 v) ∈ fixedSubspace G ∧
      ∀ u ∈ fixedSubspace G, ⟪u, ∑ g : G, g.1 v⟫_ℝ = (Fintype.card G : ℝ) * ⟪u, v⟫_ℝ := by
  constructor
  · change ∀ h ∈ G, h (∑ g : G, g.1 v) = ∑ g : G, g.1 v
    intro h hh
    rw [map_sum]
    -- multiplication by `h` only permutes the group
    exact Fintype.sum_equiv (Equiv.mulLeft (⟨h, hh⟩ : G)) _ _ (fun g => rfl)
  · intro u hu
    have hu' : ∀ g ∈ G, g u = u := hu
    have key : ∀ g : G, ⟪u, g.1 v⟫_ℝ = ⟪u, v⟫_ℝ := fun g => by
      have h := g.1.inner_map_map u v
      rwa [hu' g.1 g.2] at h
    rw [inner_sum, Finset.sum_congr rfl (fun g _ => key g), Finset.sum_const,
      Finset.card_univ, nsmul_eq_mul]
```

## (d) The sum vanishes on the orthogonal complement

Show that
$$v\in V^\perp\ \Longrightarrow\ Sv=0.$$

By (c), $Sv$ itself lies in $V$, so it may be used as $u$:
$$\langle Sv,Sv\rangle=|G|\,\langle Sv,v\rangle=0.$$
A vector of zero length is zero, which is the last line of the Lean proof.

```lean
/-- A vector orthogonal to the symmetric subspace of a finite group sums to zero over the group. -/
theorem groupSum_eq_zero {v : E} (hv : v ∈ (fixedSubspace G)ᗮ) : ∑ g : G, g.1 v = 0 := by
  obtain ⟨hs, hi⟩ := groupSum_spec G v
  have h := hi _ hs
  rw [(Submodule.mem_orthogonal _ _).1 hv _ hs, mul_zero] at h
  exact inner_self_eq_zero.1 h
```

## (e) Every displacement splits

Show that each $v\in E$ can be written as
$$v=u+w,\qquad u\in V,\quad w\in V^\perp.$$

Take the group average $u=|G|^{-1}Sv$, which lies in $V$ by (c), and set $w=v-u$. For any $z\in V$,
$$\langle z,w\rangle=\langle z,v\rangle-|G|^{-1}|G|\,\langle z,v\rangle=0.$$

Lean receives the same two vectors through `refine`. As the average is explicit, neither finite dimension nor completeness of $E$ is assumed.

```lean
/-- For a finite symmetry group, every displacement is the sum of a symmetric one and one
orthogonal to all symmetric ones. -/
theorem exists_decomposition (v : E) :
    ∃ u ∈ fixedSubspace G, ∃ w ∈ (fixedSubspace G)ᗮ, v = u + w := by
  obtain ⟨hs, hi⟩ := groupSum_spec G v
  have hc : (Fintype.card G : ℝ) ≠ 0 := Nat.cast_ne_zero.2 Fintype.card_ne_zero
  refine ⟨(Fintype.card G : ℝ)⁻¹ • ∑ g : G, g.1 v, Submodule.smul_mem _ _ hs,
    v - (Fintype.card G : ℝ)⁻¹ • ∑ g : G, g.1 v, ?_, by abel⟩
  rw [Submodule.mem_orthogonal]
  intro z hz
  rw [inner_sub_right, real_inner_smul_right, hi z hz, inv_mul_cancel_left₀ hc, sub_self]
```

## (f) No cross terms

Let $f$ be $C^2$ and invariant under every element of $G$, and let $x\in V$. Show that for $u\in V$ and $v\in V^\perp$
$$H_x(u,v)=0,\qquad H_x(v,u)=0.$$

By (b) and $gu=u$, we have $H_x(u,v)=H_x(gu,gv)=H_x(u,gv)$ for each $g$. Summing over the group and using linearity and (d),
$$|G|\,H_x(u,v)=H_x(u,Sv)=H_x(u,0)=0.$$
Since $|G|\neq0$, the first claim follows. The second comes from the same sum in the other argument.

In each half, `key` is the invariance for a single $g$ and `h` is the linearity of the sum. Lean treats the two orders separately and so does not call on the symmetry of second derivatives.

```lean
variable {G} {f : E → ℝ} {x : E}

/-- For a C² function invariant under a finite group of isometries fixing `x`, the Hessian at `x`
has no cross terms between the symmetric subspace and its orthogonal complement. -/
theorem hessian_cross_eq_zero (hf : ContDiff ℝ 2 f) (hinv : ∀ g ∈ G, ∀ y, f (g y) = f y)
    (hx : x ∈ fixedSubspace G) {u v : E} (hu : u ∈ fixedSubspace G)
    (hv : v ∈ (fixedSubspace G)ᗮ) : hessian f x u v = 0 ∧ hessian f x v u = 0 := by
  have hx' : ∀ g ∈ G, g x = x := hx
  have hu' : ∀ g ∈ G, g u = u := hu
  have hc : (Fintype.card G : ℝ) ≠ 0 := Nat.cast_ne_zero.2 Fintype.card_ne_zero
  constructor
  · have key : ∀ g : G, hessian f x u (g.1 v) = hessian f x u v := fun g => by
      have h := hessian_invariant hf g.1 (hinv g.1 g.2) (hx' g.1 g.2) u v
      rwa [hu' g.1 g.2] at h
    have h : hessian f x u (∑ g : G, g.1 v) = ∑ g : G, hessian f x u (g.1 v) := by
      simp only [hessian, map_sum]
    rw [groupSum_eq_zero G hv, Finset.sum_congr rfl (fun g _ => key g), Finset.sum_const,
      Finset.card_univ, nsmul_eq_mul] at h
    have h0 : hessian f x u 0 = 0 := by simp [hessian]
    exact (mul_eq_zero.1 (h.symm.trans h0)).resolve_left hc
  · have key : ∀ g : G, hessian f x (g.1 v) u = hessian f x v u := fun g => by
      have h := hessian_invariant hf g.1 (hinv g.1 g.2) (hx' g.1 g.2) v u
      rwa [hu' g.1 g.2] at h
    have h : hessian f x (∑ g : G, g.1 v) u = ∑ g : G, hessian f x (g.1 v) u := by
      simp only [hessian, map_sum, sum_apply]
    rw [groupSum_eq_zero G hv, Finset.sum_congr rfl (fun g _ => key g), Finset.sum_const,
      Finset.card_univ, nsmul_eq_mul] at h
    have h0 : hessian f x 0 u = 0 := by simp [hessian]
    exact (mul_eq_zero.1 (h.symm.trans h0)).resolve_left hc
```

## (g) The second variation is additive

Under the assumptions of (f), let $u\in V$ and $w\in V^\perp$. Show that
$$H_x(u+w,u+w)=H_x(u,u)+H_x(w,w).$$

Expanding by bilinearity gives
$$H_x(u,u)+H_x(w,w)+H_x(u,w)+H_x(w,u),$$
and the last two terms vanish by (f). The expansion is the step `h`, closed by `ring`.

```lean
/-- For a C² function invariant under a finite group of isometries fixing `x`, the second variation
at `x` is the sum of those of the symmetric part and of the part orthogonal to it. -/
theorem hessian_split (hf : ContDiff ℝ 2 f) (hinv : ∀ g ∈ G, ∀ y, f (g y) = f y)
    (hx : x ∈ fixedSubspace G) {u w : E} (hu : u ∈ fixedSubspace G)
    (hw : w ∈ (fixedSubspace G)ᗮ) :
    hessian f x (u + w) (u + w) = hessian f x u u + hessian f x w w := by
  obtain ⟨h1, h2⟩ := hessian_cross_eq_zero hf hinv hx hu hw
  have h : hessian f x (u + w) (u + w)
      = hessian f x u u + hessian f x w w + hessian f x u w + hessian f x w u := by
    simp only [hessian, map_add, add_apply]
    ring
  rw [h, h1, h2, add_zero, add_zero]
```

## (h) Positive semidefiniteness is internal plus external

Under the same assumptions, show that
$$H_x(v,v)\ge0\ \ \forall v\in E\iff
\begin{cases}H_x(v,v)\ge0&\forall v\in V,\\ H_x(v,v)\ge0&\forall v\in V^\perp.\end{cases}$$

The forward direction is restriction to the two subspaces. For the converse, split $v=u+w$ by (e). Then (g) writes $H_x(v,v)$ as a sum of two nonnegative numbers, which is `add_nonneg` in Lean.

The word `stable` in the theorem's name refers only to the sign of the Hessian. The theorem does not require $x$ to be stationary. To read it as a statement about an equilibrium, one needs $Df(x)=0$ as well, and even then a semidefinite Hessian does not guarantee a local minimum.

```lean
/-- For a C² function invariant under a finite group of isometries fixing `x`, the Hessian at `x` is
positive semidefinite iff it is so on the symmetric subspace and on its orthogonal complement. -/
theorem stable_iff_internal_and_external (hf : ContDiff ℝ 2 f)
    (hinv : ∀ g ∈ G, ∀ y, f (g y) = f y) (hx : x ∈ fixedSubspace G) :
    (∀ v, 0 ≤ hessian f x v v) ↔
      (∀ v ∈ fixedSubspace G, 0 ≤ hessian f x v v) ∧
      (∀ v ∈ (fixedSubspace G)ᗮ, 0 ≤ hessian f x v v) := by
  refine ⟨fun h => ⟨fun v _ => h v, fun v _ => h v⟩, fun ⟨hi, he⟩ v => ?_⟩
  obtain ⟨u, hu, w, hw, rfl⟩ := exists_decomposition G v
  rw [hessian_split hf hinv hx hu hw]
  exact add_nonneg (hi u hu) (he w hw)
```

## (i) The strict version

Under the same assumptions, show that
$$H_x(v,v)>0\ \ \forall v\ne0\iff
\begin{cases}H_x(v,v)>0&\forall v\in V,\ v\neq0,\\ H_x(v,v)>0&\forall v\in V^\perp,\ v\neq0.\end{cases}$$

Restriction again gives the forward direction. Conversely, if $v=u+w\neq0$, then $u$ and $w$ are not both zero. By (g), $H_x(v,v)$ is the sum of $H_x(u,u)$ and $H_x(w,w)$. A nonzero part contributes a positive number and a zero part contributes nothing, so the sum is positive.

The two `by_cases` steps separate the cases $u=0$, $w=0$ and both nonzero. If one of the subspaces is $\{0\}$, its condition holds trivially.

```lean
/-- For a C² function invariant under a finite group of isometries fixing `x`, the Hessian at `x` is
positive definite iff it is so on the symmetric subspace and on its orthogonal complement. -/
theorem strictly_stable_iff (hf : ContDiff ℝ 2 f)
    (hinv : ∀ g ∈ G, ∀ y, f (g y) = f y) (hx : x ∈ fixedSubspace G) :
    (∀ v, v ≠ 0 → 0 < hessian f x v v) ↔
      (∀ v ∈ fixedSubspace G, v ≠ 0 → 0 < hessian f x v v) ∧
      (∀ v ∈ (fixedSubspace G)ᗮ, v ≠ 0 → 0 < hessian f x v v) := by
  refine ⟨fun h => ⟨fun v _ => h v, fun v _ => h v⟩, fun ⟨hi, he⟩ v hv => ?_⟩
  obtain ⟨u, hu, w, hw, rfl⟩ := exists_decomposition G v
  by_cases hu0 : u = 0
  · subst hu0
    rw [zero_add] at hv ⊢
    exact he w hw hv
  · rw [hessian_split hf hinv hx hu hw]
    by_cases hw0 : w = 0
    · have h0 : hessian f x w w = 0 := by simp [hessian, hw0]
      rw [h0, add_zero]
      exact hi u hu hu0
    · exact add_pos (hi u hu hu0) (he w hw hw0)
```

## (j) A coupling that passes both tests and is still unstable

Let $a,b\in E$ be nonzero and orthogonal, and let $f(y)=\langle a,y\rangle\langle b,y\rangle$. Show that $f$ is $C^2$, that at every $x$ its Hessian is nonnegative on the line of $a$ and on the orthogonal complement of that line, and that
$$H_x(a-b,a-b)=-2\,\|a\|^2\|b\|^2<0.$$

As a product of two linear functions, $f$ is smooth, and the product rule gives $H_x(v,v)=2\langle a,v\rangle\langle b,v\rangle$. On the line of $a$ the second factor vanishes, and on the complement the first does. For $v=a-b$ the factors are $\|a\|^2$ and $-\|b\|^2$. With unit vectors $a$ and $b$, the curvature along the normalised direction $(a-b)/\sqrt2$ is $-1$.

An orthogonal splitting alone therefore does not justify separate tests. The Lean theorem contains no group, but one is easily supplied: the reflection that keeps $a$ and reverses everything orthogonal to it has the line of $a$ as its fixed subspace. It turns $f$ into $-f$, so for $x$ on that line the missing assumption is the invariance of $f$.

In the code, `hH` is the Hessian formula. The Lean theorem states only that the Hessian along $a-b$ is negative, not its exact value, and the final `linarith` proves this sign.

```lean
/-- For nonzero orthogonal `a` and `b`, the coupling `⟪a, y⟫ ⟪b, y⟫` is C² and has a Hessian that is
nonnegative on the line of `a` and on its orthogonal complement, but negative along `a - b`. -/
theorem coupling_unstable (x : E) {a b : E} (ha : a ≠ 0) (hb : b ≠ 0) (hab : ⟪a, b⟫_ℝ = 0) :
    ContDiff ℝ 2 (fun y : E => ⟪a, y⟫_ℝ * ⟪b, y⟫_ℝ) ∧
    (∀ v ∈ Submodule.span ℝ {a}, 0 ≤ hessian (fun y => ⟪a, y⟫_ℝ * ⟪b, y⟫_ℝ) x v v) ∧
    (∀ v ∈ (Submodule.span ℝ {a})ᗮ, 0 ≤ hessian (fun y => ⟪a, y⟫_ℝ * ⟪b, y⟫_ℝ) x v v) ∧
    hessian (fun y => ⟪a, y⟫_ℝ * ⟪b, y⟫_ℝ) x (a - b) (a - b) < 0 := by
  let A : E →L[ℝ] ℝ := innerSL ℝ a
  let B : E →L[ℝ] ℝ := innerSL ℝ b
  have h1 : fderiv ℝ (fun y : E => ⟪a, y⟫_ℝ * ⟪b, y⟫_ℝ)
      = ⇑(A.smulRight B + B.smulRight A) :=
    funext fun y => (A.hasFDerivAt.mul B.hasFDerivAt : HasFDerivAt _ _ y).fderiv
  have hH : ∀ v, hessian (fun y => ⟪a, y⟫_ℝ * ⟪b, y⟫_ℝ) x v v
      = ⟪a, v⟫_ℝ * ⟪b, v⟫_ℝ + ⟪b, v⟫_ℝ * ⟪a, v⟫_ℝ := fun v => by
    unfold hessian
    rw [h1, (A.smulRight B + B.smulRight A).hasFDerivAt.fderiv]
    rfl
  have hba : ⟪b, a⟫_ℝ = 0 := by rw [real_inner_comm]; exact hab
  refine ⟨A.contDiff.mul B.contDiff, fun v hv => ?_, fun v hv => ?_, ?_⟩
  · obtain ⟨c, rfl⟩ := Submodule.mem_span_singleton.1 hv
    have h : ⟪b, c • a⟫_ℝ = 0 := by rw [real_inner_smul_right, hba, mul_zero]
    rw [hH, h, mul_zero, zero_mul, add_zero]
  · have h : ⟪a, v⟫_ℝ = 0 :=
      (Submodule.mem_orthogonal _ _).1 hv a (Submodule.mem_span_singleton_self a)
    rw [hH, h, mul_zero, zero_mul, add_zero]
  · rw [hH, inner_sub_right, inner_sub_right, hab, hba, real_inner_self_eq_norm_sq,
      real_inner_self_eq_norm_sq]
    have hp : 0 < ‖a‖ ^ 2 * ‖b‖ ^ 2 :=
      mul_pos (pow_pos (norm_pos_iff.2 ha) 2) (pow_pos (norm_pos_iff.2 hb) 2)
    linarith

end

end InternalExternalStability
```

```lean
#print axioms InternalExternalStability.hessian_split
#print axioms InternalExternalStability.stable_iff_internal_and_external
#print axioms InternalExternalStability.strictly_stable_iff
#print axioms InternalExternalStability.coupling_unstable
```

```
'InternalExternalStability.hessian_split' depends on axioms: [propext, Classical.choice, Quot.sound]
'InternalExternalStability.stable_iff_internal_and_external' depends on axioms: [propext, Classical.choice, Quot.sound]
'InternalExternalStability.strictly_stable_iff' depends on axioms: [propext, Classical.choice, Quot.sound]
'InternalExternalStability.coupling_unstable' depends on axioms: [propext, Classical.choice, Quot.sound]
```
